# Antisymmetric phases on a matrix with nonzero off-diagonal entries can be removed by a diagonal unitary exactly when every triangle flux is a multiple of 2π

A nonlocal operator in a magnetic field is modelled here as a complex matrix $V$ on a finite set of sites, with the field entering only through given real phases $\theta_{jk}$ that turn $V_{jk}$ into $e^{i\theta_{jk}}V_{jk}$. A gauge transformation is then one complex number $u_j$ of modulus one per site.

```lean
import Mathlib

open Matrix

namespace TriangleFlux

noncomputable section

variable {n : Type*}

/-- The nonlocal operator `V` with the phase factor `exp(i θ_jk)` attached to each matrix
element `V_jk`. -/
def dress (θ : n → n → ℝ) (V : Matrix n n ℂ) : Matrix n n ℂ :=
  Matrix.of fun j k => Complex.exp ((θ j k : ℂ) * Complex.I) * V j k

/-- The flux through the triangle `j, k, l`: the sum of the phases along its three sides. -/
def flux (θ : n → n → ℝ) (j k l : n) : ℝ := θ j k + θ k l + θ l j

/-- Two operators are gauge equivalent if a diagonal unitary, with entries `u j` of modulus one,
conjugates the first into the second. -/
def GaugeEquivalent [Fintype n] [DecidableEq n] (V W : Matrix n n ℂ) : Prop :=
  ∃ u : n → ℂ, (∀ j, ‖u j‖ = 1) ∧ diagonal u * V * (diagonal u)ᴴ = W

/-- A phase factor `exp(i x)` equals one exactly when `x` is an integer multiple of `2π`. -/
theorem phase_eq_one_iff (x : ℝ) :
    Complex.exp ((x : ℂ) * Complex.I) = 1 ↔ ∃ m : ℤ, x = 2 * Real.pi * m := by
  rw [Complex.exp_eq_one_iff]
  constructor
  · rintro ⟨m, hm⟩
    refine ⟨m, Complex.ofReal_injective ?_⟩
    push_cast
    apply mul_right_cancel₀ Complex.I_ne_zero
    linear_combination hm
  · rintro ⟨m, rfl⟩
    exact ⟨m, by push_cast; ring⟩

/-- Passing from `V` to `D V Dᴴ`, where `D` is the diagonal matrix with entries `u_j`, multiplies
the matrix element between sites `j` and `k` by `u_j` times the complex conjugate of `u_k`. -/
theorem gauge_apply [Fintype n] [DecidableEq n] (u : n → ℂ) (V : Matrix n n ℂ) (j k : n) :
    (diagonal u * V * (diagonal u)ᴴ) j k = u j * star (u k) * V j k := by
  rw [diagonal_conjTranspose, mul_diagonal, diagonal_mul, Pi.star_apply]
  ring

/-- If the phases are antisymmetric and every triangle through one site `o` carries a flux that
is a multiple of `2π`, then the phases can be removed by a diagonal unitary. -/
theorem gaugeEquivalent_of_flux [Fintype n] [DecidableEq n] {θ : n → n → ℝ}
    (hθ : ∀ j k, θ k j = -θ j k) (V : Matrix n n ℂ) (o : n)
    (h : ∀ j k, ∃ m : ℤ, flux θ o j k = 2 * Real.pi * m) :
    GaugeEquivalent V (dress θ V) := by
  -- the gauge factor at `j` is the phase factor `exp(i θ_jo)` of the side joining `j` and `o`
  refine ⟨fun j => Complex.exp ((θ j o : ℂ) * Complex.I),
    fun j => Complex.norm_exp_ofReal_mul_I _, ?_⟩
  ext j k
  rw [gauge_apply]
  change Complex.exp ((θ j o : ℂ) * Complex.I) * star (Complex.exp ((θ k o : ℂ) * Complex.I))
    * V j k = Complex.exp ((θ j k : ℂ) * Complex.I) * V j k
  have hs : star (Complex.exp ((θ k o : ℂ) * Complex.I))
      = Complex.exp (-(θ k o : ℂ) * Complex.I) := by
    change (starRingEnd ℂ) _ = _
    rw [← Complex.exp_conj]
    simp
  have h1 := (phase_eq_one_iff _).2 (h j k)
  -- the trivial flux through `o, j, k` turns the detour via `o` into the direct phase
  have h2 : Complex.exp ((θ j o : ℂ) * Complex.I) * Complex.exp (-(θ k o : ℂ) * Complex.I)
      = Complex.exp ((θ j k : ℂ) * Complex.I) := by
    rw [← mul_one (Complex.exp ((θ j o : ℂ) * Complex.I) * _), ← h1,
      ← Complex.exp_add, ← Complex.exp_add]
    congr 1
    simp only [flux, hθ j o]
    push_cast
    ring
  rw [hs, h2]

/-- If the phases are antisymmetric, all off-diagonal elements of `V` are nonzero and the phases
can be removed by a diagonal unitary, then every triangle flux is a multiple of `2π`. -/
theorem flux_of_gaugeEquivalent [Fintype n] [DecidableEq n] {θ : n → n → ℝ}
    (hθ : ∀ j k, θ k j = -θ j k) {V : Matrix n n ℂ} (hV : ∀ j k, j ≠ k → V j k ≠ 0)
    (h : GaugeEquivalent V (dress θ V)) (j k l : n) :
    ∃ m : ℤ, flux θ j k l = 2 * Real.pi * m := by
  obtain ⟨u, hu, h⟩ := h
  have unit : ∀ a, u a * star (u a) = 1 := by
    intro a
    change u a * (starRingEnd ℂ) (u a) = 1
    rw [Complex.mul_conj, Complex.normSq_eq_norm_sq, hu]
    simp
  -- each phase factor is a ratio of gauge factors
  have ratio : ∀ a b, Complex.exp ((θ a b : ℂ) * Complex.I) = u a * star (u b) := by
    intro a b
    by_cases hab : a = b
    · subst hab
      have h0 : θ a a = 0 := by linarith [hθ a a]
      rw [unit, h0]
      simp
    · have e := congrFun (congrFun h a) b
      rw [gauge_apply] at e
      change _ = Complex.exp ((θ a b : ℂ) * Complex.I) * V a b at e
      exact (mul_right_cancel₀ (hV a b hab) e).symm
  -- around a triangle the gauge factors cancel
  rw [← phase_eq_one_iff, flux]
  push_cast
  rw [add_mul, add_mul, Complex.exp_add, Complex.exp_add, ratio, ratio, ratio]
  calc u j * star (u k) * (u k * star (u l)) * (u l * star (u j))
      = (u j * star (u j)) * (u k * star (u k)) * (u l * star (u l)) := by ring
    _ = 1 := by rw [unit, unit, unit]; norm_num

/-- For antisymmetric phases and an operator whose off-diagonal elements are all nonzero, a
diagonal unitary removes the phases if and only if every triangle flux is a multiple of `2π`. -/
theorem gaugeEquivalent_iff_flux [Fintype n] [DecidableEq n] {θ : n → n → ℝ}
    (hθ : ∀ j k, θ k j = -θ j k) {V : Matrix n n ℂ} (hV : ∀ j k, j ≠ k → V j k ≠ 0) :
    GaugeEquivalent V (dress θ V) ↔
      ∀ j k l, ∃ m : ℤ, flux θ j k l = 2 * Real.pi * m := by
  refine ⟨flux_of_gaugeEquivalent hθ hV, fun h => ?_⟩
  rcases isEmpty_or_nonempty n with hn | ⟨⟨o⟩⟩
  · exact ⟨fun _ => 1, fun _ => norm_one, by ext j; exact hn.elim j⟩
  · exact gaugeEquivalent_of_flux hθ V o (h o)

/-- The open three-site chain `0 - 1 - 2` with unit hopping and no bond between its ends. -/
def chain : Matrix (Fin 3) (Fin 3) ℂ := !![0, 1, 0; 1, 0, 1; 0, 1, 0]

/-- Antisymmetric phases that vanish except between the sites `0` and `2`, where they are
`π` and `-π`. -/
def endPhase (j k : Fin 3) : ℝ :=
  if j = 0 ∧ k = 2 then Real.pi else if j = 2 ∧ k = 0 then -Real.pi else 0

/-- With a missing bond the flux criterion can fail: on the open chain the antisymmetric end phases
can be removed by a diagonal unitary, although the triangle flux is not a multiple of `2π`. -/
theorem missing_bond :
    (∀ j k, endPhase k j = -endPhase j k) ∧ GaugeEquivalent chain (dress endPhase chain) ∧
      ¬ ∃ m : ℤ, flux endPhase 0 1 2 = 2 * Real.pi * m := by
  refine ⟨?_, ⟨fun _ => 1, fun _ => norm_one, ?_⟩, ?_⟩
  · intro j k
    fin_cases j <;> fin_cases k <;> simp [endPhase]
  · ext j k
    rw [gauge_apply]
    fin_cases j <;> fin_cases k <;> simp [dress, chain, endPhase]
  · rintro ⟨m, hm⟩
    have hf : flux endPhase 0 1 2 = -Real.pi := by simp [flux, endPhase]
    rw [hf] at hm
    have h0 : Real.pi * (2 * (m : ℝ) + 1) = 0 := by linear_combination -hm
    have h1 : 2 * (m : ℝ) + 1 = 0 := (mul_eq_zero.mp h0).resolve_left Real.pi_ne_zero
    have h2 : 2 * m + 1 = 0 := by exact_mod_cast h1
    omega

/-- The three-site triangle with equal real hopping `t` on all bonds and zero on-site terms. -/
def triangle (t : ℝ) : Matrix (Fin 3) (Fin 3) ℂ :=
  Matrix.of fun j k => if j = k then 0 else (t : ℂ)

/-- For antisymmetric phases on the triangle with hopping `t`, the determinant of the Hamiltonian
is `2 t³` times the cosine of the flux. -/
theorem det_triangle {θ : Fin 3 → Fin 3 → ℝ} (hθ : ∀ j k, θ k j = -θ j k) (t : ℝ) :
    (dress θ (triangle t)).det = ((2 * t ^ 3 * Real.cos (flux θ 0 1 2) : ℝ) : ℂ) := by
  have d : ∀ j, dress θ (triangle t) j j = 0 := by
    intro j
    simp [dress, triangle]
  have o : ∀ j k, j ≠ k →
      dress θ (triangle t) j k = Complex.exp ((θ j k : ℂ) * Complex.I) * t := by
    intro j k h
    simp [dress, triangle, h]
  -- the two senses of circulation carry opposite flux
  have h1 : Complex.exp ((flux θ 0 1 2 : ℂ) * Complex.I)
      = Complex.exp ((θ 0 1 : ℂ) * Complex.I) * Complex.exp ((θ 1 2 : ℂ) * Complex.I)
        * Complex.exp ((θ 2 0 : ℂ) * Complex.I) := by
    rw [← Complex.exp_add, ← Complex.exp_add]
    congr 1
    simp only [flux]
    push_cast
    ring
  have h2 : Complex.exp (-(flux θ 0 1 2 : ℂ) * Complex.I)
      = Complex.exp ((θ 0 2 : ℂ) * Complex.I) * Complex.exp ((θ 1 0 : ℂ) * Complex.I)
        * Complex.exp ((θ 2 1 : ℂ) * Complex.I) := by
    rw [← Complex.exp_add, ← Complex.exp_add]
    congr 1
    rw [hθ 2 0, hθ 0 1, hθ 1 2]
    simp only [flux]
    push_cast
    ring
  have c := Complex.two_cos (flux θ 0 1 2 : ℂ)
  rw [h1, h2] at c
  rw [det_fin_three, d 0, d 1, d 2, o 0 1 (by decide), o 1 2 (by decide), o 2 0 (by decide),
    o 0 2 (by decide), o 1 0 (by decide), o 2 1 (by decide)]
  push_cast
  linear_combination (-(t : ℂ) ^ 3) * c

end

end TriangleFlux
```

```lean
#print axioms TriangleFlux.flux_of_gaugeEquivalent
#print axioms TriangleFlux.gaugeEquivalent_iff_flux
#print axioms TriangleFlux.missing_bond
#print axioms TriangleFlux.det_triangle
```

```
'TriangleFlux.flux_of_gaugeEquivalent' depends on axioms: [propext, Classical.choice, Quot.sound]
'TriangleFlux.gaugeEquivalent_iff_flux' depends on axioms: [propext, Classical.choice, Quot.sound]
'TriangleFlux.missing_bond' depends on axioms: [propext, Classical.choice, Quot.sound]
'TriangleFlux.det_triangle' depends on axioms: [propext, Classical.choice, Quot.sound]
```

## The criterion in words

The type `n` is the set of sites, and `V j k` is the matrix element between sites $j$ and $k$. The dressed operator `dress θ V` has entries $e^{i\theta_{jk}}V_{jk}$. The flux through a triangle is

$$\Phi_{jkl}=\theta_{jk}+\theta_{kl}+\theta_{lj},$$

written `flux θ j k l`. The proposition `GaugeEquivalent V W` says that there are numbers $u_j$ with $|u_j|=1$ such that $D V D^\dagger=W$, where $D=\mathrm{diag}(u)$.

The main theorem, `gaugeEquivalent_iff_flux`, has two hypotheses. The first, `hθ`, is antisymmetry, $\theta_{kj}=-\theta_{jk}$, which also forces $\theta_{jj}=0$. It is an equality of real numbers, not an equality modulo $2\pi$. The second, `hV`, says that $V_{jk}\neq0$ whenever $j\neq k$, so that every pair of sites is directly coupled. Under these hypotheses, $V$ and its dressed version are gauge equivalent if and only if each $\Phi_{jkl}$ equals $2\pi m$ for some integer $m$, which may differ from triangle to triangle.

$V$ need not be Hermitian. If it is, antisymmetry of the phases makes the dressed operator Hermitian as well.

## Phases, vector potentials and pseudopotentials

For a particle of charge $q$ in a vector potential $\mathbf A$, a natural choice of phase is

$$\theta_{jk}=\frac{q}{\hbar}\int_{\mathbf r_k}^{\mathbf r_j}\mathbf A\cdot d\boldsymbol\ell$$

along the straight line between the sites. Then $\Phi_{jkl}$ is $q/\hbar$ times the magnetic flux through the triangle traversed as $j\to l\to k\to j$, and a multiple of $2\pi$ is a whole number of flux quanta $h/|q|$. The Lean code contains no vector potential: the phases are data, and antisymmetry stands for the sign change of a line integral when its path is reversed.

For a finite-site model of a nonlocal pseudopotential in which all pairs of sites are coupled, the criterion decides whether a set of antisymmetric phases has any effect beyond a change of gauge. Applied to `dress θ V` with the phases $\theta'-\theta$, it also says that two antisymmetric phase patterns $\theta$ and $\theta'$ give gauge-equivalent operators exactly when their triangle fluxes agree modulo $2\pi$. In this sense only the fluxes matter.

The theorem concerns a single matrix. If $V$ is only one part of a Hamiltonian, the same $u$ must transform the other parts too. The nonvanishing condition is also a real restriction, since a short-ranged pseudopotential has zero matrix elements between distant points; the sites are best thought of as lying within one core region, and even there an element could vanish.

## Why the fluxes decide

The matrix element of the transformed operator is

$$(DVD^\dagger)_{jk}=u_j\,\overline{u_k}\,V_{jk}.$$

**From trivial fluxes to a gauge.** Choose a site $o$ and set $u_j=e^{i\theta_{jo}}$. Suppose that every triangle through $o$ has trivial flux, so that $e^{i\Phi_{ojk}}=1$. Multiplying by this factor changes nothing, hence

$$u_j\overline{u_k}=e^{i(\theta_{jo}-\theta_{ko})}\,e^{i(\theta_{oj}+\theta_{jk}+\theta_{ko})}=e^{i\theta_{jk}},$$

because $\theta_{oj}=-\theta_{jo}$. Multiplication by $V_{jk}$ gives the dressed matrix element. This direction works for any $V$, with or without zeros, and uses only the triangles through $o$.

**From a gauge to trivial fluxes.** Suppose that $u_j\overline{u_k}V_{jk}=e^{i\theta_{jk}}V_{jk}$ for all $j,k$. For $j\neq k$ we may cancel $V_{jk}$ and obtain $e^{i\theta_{jk}}=u_j\overline{u_k}$. For $j=k$ the same formula holds, since both sides are 1. Around a triangle,

$$e^{i\Phi_{jkl}}=u_j\overline{u_k}\,u_k\overline{u_l}\,u_l\overline{u_j}=|u_j|^2|u_k|^2|u_l|^2=1,$$

and therefore $\Phi_{jkl}$ is a multiple of $2\pi$.

## One, two and three sites

If two of the three sites in a triple coincide, the flux vanishes by antisymmetry; for example, $\Phi_{jkj}=\theta_{jk}+\theta_{kj}+\theta_{jj}=0$. On one or two sites every triple is of this kind, so the phases can always be removed. For two sites numbered 0 and 1, $u_0=e^{i\theta_{01}}$ and $u_1=1$ do it. With no sites at all, both sides of the equivalence hold trivially.

Three sites are the first case with a real condition. Take $\theta_{01}=\theta_{12}=\pi/2$ and $\theta_{20}=\pi$, with the reversed phases fixed by antisymmetry. The flux is $\Phi_{012}=2\pi$. With $o=0$ the recipe gives

$$u_0=1,\qquad u_1=e^{-i\pi/2}=-i,\qquad u_2=e^{i\pi}=-1.$$

The three products are $u_0\overline{u_1}=i$, $u_1\overline{u_2}=i$ and $u_2\overline{u_0}=-1$, which are the required phase factors.

Now change $\theta_{20}$ to $\pi/2$. The flux becomes $3\pi/2$, and no gauge removes the phases if all off-diagonal elements are nonzero. For hopping $t=1$ and zero on-site terms, the energies $\lambda$ satisfy $\lambda^3-3\lambda-2\cos\Phi_{012}=0$. Without phases they are $2,-1,-1$; with flux $3\pi/2$ they are $\sqrt3,0,-\sqrt3$.

## Flux in the determinant, and a chain where it is invisible

The theorem `det_triangle` treats the triangle with equal real hopping $t$ and zero diagonal. Only the two cyclic products contribute to the determinant:

$$\det=t^3e^{i(\theta_{01}+\theta_{12}+\theta_{20})}+t^3e^{i(\theta_{02}+\theta_{10}+\theta_{21})}=t^3\left(e^{i\Phi_{012}}+e^{-i\Phi_{012}}\right)=2t^3\cos\Phi_{012}.$$

The determinant is the product of the energies and is unchanged by conjugation with a diagonal unitary. For $t\neq0$ it therefore detects the flux, though it cannot tell $\Phi_{012}$ from $-\Phi_{012}$.

The theorem `missing_bond` shows what happens when one bond is absent. On the open chain 0–1–2 the elements between sites 0 and 2 are zero. Phases $\theta_{02}=\pi$ and $\theta_{20}=-\pi$, with all others zero, multiply only those vanishing elements, so the operator does not change and $u_j=1$ is a valid gauge. Yet $\Phi_{012}=-\pi$ is not a multiple of $2\pi$. For the necessity of trivial triangle fluxes it is thus not enough that all sites are connected through nonzero matrix elements.

## From the calculation to the Lean proof

The lemma `phase_eq_one_iff` translates between $e^{ix}=1$ and $x=2\pi m$. It starts from Mathlib's criterion for the complex exponential to equal one and cancels the factor $i$. The lemma `gauge_apply` is the formula for $(DVD^\dagger)_{jk}$.

In `gaugeEquivalent_of_flux`, the `refine` step supplies $u_j=e^{i\theta_{jo}}$ together with the proof that its modulus is one. The step `hs` computes the complex conjugate, `h1` says that the flux factor through $o,j,k$ equals one, and `h2` inserts that factor and adds the exponents, as in the first half of the derivation.

In `flux_of_gaugeEquivalent`, `unit` records $u_a\overline{u_a}=1$, and `ratio` proves $e^{i\theta_{ab}}=u_a\overline{u_b}$. The latter splits into the cases $a=b$ and $a\neq b$; the cancellation of $V_{ab}$ in the second case is where `hV` is used. The final `calc` block regroups the six gauge factors around the triangle into three squared moduli.

The equivalence `gaugeEquivalent_iff_flux` combines these two results. The converse direction needs a site $o$, so the proof distinguishes an empty site set from a nonempty one.

For `missing_bond`, `fin_cases` splits antisymmetry and the matrix equality into single entries, which `simp` checks. The assumption $-\pi=2\pi m$ is then reduced to $2m+1=0$, which `omega` rejects for an integer $m$. In `det_triangle`, `d` and `o` evaluate the diagonal and off-diagonal entries (this `o` is a local fact, not a site), while `h1` and `h2` identify the two cyclic products of phases with $e^{i\Phi_{012}}$ and $e^{-i\Phi_{012}}$. The identity `Complex.two_cos` turns their sum into the cosine, and `linear_combination` matches it with the expanded determinant.
